# The Verlet stability limit $h\omega<2$ for harmonic systems with positive definite stiffness

Stability of an integrator can be defined by asking that no eigenvalue of its one-step matrix lie outside the unit circle, or by the trajectories it produces, and here it is defined by the trajectories: the method is stable if every solution of the recursion stays bounded for all time. The choice matters at the threshold itself. There the one-step matrix of the critical mode has the double eigenvalue $-1$, which lies on the unit circle, and yet some trajectories grow without limit. With the definition by boundedness, the threshold counts as unstable.

The system is a set of coordinates $x\in\mathbb{R}^d$ with unit mass and harmonic force $-Kx$, where the stiffness matrix $K$ is real, symmetric and positive definite. For unequal masses, $x$ holds the mass-weighted displacements from the minimum, each multiplied by the square root of its mass, and $K$ is the mass-weighted Hessian. With time step $h>0$, the position-Verlet rule is

$$x(n+2)=2x(n+1)-x(n)-h^2Kx(n+1).$$

The claim is that all its solutions are bounded if and only if $h^2\mu<4$ for every eigenvalue $\mu$ of $K$. Since $\mu=\omega^2$ for a normal mode of angular frequency $\omega$, this says $h\omega<2$ for every mode. In a molecular dynamics simulation near a minimum, treated as purely harmonic, the fastest vibration therefore limits the time step, however little it matters to the property of interest.

## From one mode to the whole system

Let $v_j$ be orthonormal eigenvectors of $K$, with $Kv_j=\mu_jv_j$ and $\mu_j>0$. The amplitude of mode $j$ is $c(n)=v_j\cdot x(n)$. Because $K$ is symmetric, $v_j\cdot Kx=(Kv_j)\cdot x=\mu_j\,v_j\cdot x$. Projecting the Verlet rule on $v_j$ and writing $w=h^2\mu_j$ gives

$$c(n+2)=(2-w)\,c(n+1)-c(n).$$

**Below the limit.** Define

$$Q(n)=c(n+1)^2-(2-w)\,c(n+1)c(n)+c(n)^2.$$

This quantity is conserved. In $Q(n+1)$, group the two terms that contain $c(n+2)$ and use the recursion twice:

$$\begin{aligned}
Q(n+1)&=c(n+2)\,[c(n+2)-(2-w)c(n+1)]+c(n+1)^2\\
&=-c(n+2)\,c(n)+c(n+1)^2\\
&=-(2-w)\,c(n+1)c(n)+c(n)^2+c(n+1)^2=Q(n).
\end{aligned}$$

Completing the square, with $4-(2-w)^2=w(4-w)$, gives

$$4Q(n)=[2c(n+1)-(2-w)c(n)]^2+w(4-w)\,c(n)^2.$$

The square is non-negative, so $w(4-w)\,c(n)^2\le 4Q(0)$. For $0<w<4$ the prefactor is positive and the amplitude is bounded. If this holds for every mode, the expansion $x_i(n)=\sum_j (v_j\cdot x(n))\,v_{j,i}$ is a finite sum of bounded terms, so $x(n)$ is bounded too.

**At and above the limit.** Suppose $w\ge4$ for some mode. Put $c(n)=(-1)^n g(n)$ with $g(0)=0$ and $g(1)=1$. The recursion for $c$ becomes

$$g(n+2)=(w-2)\,g(n+1)-g(n),$$

and subtracting $g(n+1)$ from both sides gives

$$g(n+2)-g(n+1)=[g(n+1)-g(n)]+(w-4)\,g(n+1).$$

The first increment is 1. As long as $g$ is non-negative, the last term is non-negative and the increments never shrink. By induction every increment is at least 1, so $g(n)\ge n$. At $w=4$ the growth is exactly linear, $g(n)=n$. The trajectory $x(n)=c(n)\,v$ along the corresponding eigenvector $v$ is then an unbounded solution, which flips sign at every step after the first.

## Trajectories and boundedness in Lean

Coordinates are labelled by a finite type `ι`, so the number of degrees of freedom is arbitrary but finite.

```lean
import Mathlib

open Matrix

namespace VerletStabilityLimit

noncomputable section

variable {ι : Type*} [Fintype ι]
```

A trajectory is a function `x : ℕ → ι → ℝ`, and `x n i` is coordinate $i$ after $n$ steps. The Verlet rule is a predicate on such functions. The first two positions are free, and they play the part of initial position and velocity. The symbol `*ᵥ` is the matrix-vector product.

```lean
/-- The position-Verlet rule with time step `h` for the harmonic force `-K x` at unit mass. -/
def IsVerlet (h : ℝ) (K : Matrix ι ι ℝ) (x : ℕ → ι → ℝ) : Prop :=
  ∀ n, x (n + 2) = (2 : ℝ) • x (n + 1) - x n - h ^ 2 • (K *ᵥ x (n + 1))
```

Boundedness asks for one constant that serves all coordinates and all times. The constant may depend on the trajectory, as it must for a linear system, where any solution can be scaled up.

```lean
/-- The absolute values of all coordinates of a trajectory have one common upper bound, valid at all
times. -/
def IsBoundedTrajectory (x : ℕ → ι → ℝ) : Prop :=
  ∃ C : ℝ, ∀ n i, |x n i| ≤ C
```

All numbers are exact reals, so rounding is absent. Boundedness also says nothing about accuracy: a trajectory may stay bounded and still have a badly wrong phase.

## The conserved form of a single mode

The scalar rule and the form $Q$ are written with the single parameter `w`, which stands for $h^2\mu$. In `modeInvariant w a b`, the earlier amplitude is `a` and the later one is `b`.

```lean
/-- The Verlet rule for the amplitude of a single mode, with `w` the squared time step times
the squared frequency. -/
def IsModeVerlet (w : ℝ) (c : ℕ → ℝ) : Prop :=
  ∀ n, c (n + 2) = 2 * c (n + 1) - c n - w * c (n + 1)

/-- The quadratic form in two successive amplitudes of a mode. -/
def modeInvariant (w a b : ℝ) : ℝ := b ^ 2 - (2 - w) * b * a + a ^ 2
```

Conservation is proved by induction on the number of steps. The recursion replaces $c(n+2)$, and `ring` checks the polynomial identity that was obtained above by grouping terms.

```lean
/-- The Verlet rule conserves the quadratic form `modeInvariant` exactly along a mode. -/
theorem modeInvariant_conserved {w : ℝ} {c : ℕ → ℝ} (hc : IsModeVerlet w c) (n : ℕ) :
    modeInvariant w (c n) (c (n + 1)) = modeInvariant w (c 0) (c 1) := by
  induction n with
  | zero => rfl
  | succ n ih =>
    rw [← ih]
    have e : c (n + 1 + 1) = 2 * c (n + 1) - c n - w * c (n + 1) := hc n
    rw [e]
    unfold modeInvariant
    ring
```

The amplitude bound first moves the invariant from time 0 to time $n$. The completed square is then supplied as an identity, together with the fact that a square is non-negative, and `linarith` combines the two. The inequality holds for every real `w`, but it limits the amplitude only when $w(4-w)$ is positive.

```lean
/-- Along a mode, `w (4 - w)` times the squared amplitude is at most four times the initial value of
`modeInvariant`. -/
theorem mode_amplitude_bound {w : ℝ} {c : ℕ → ℝ} (hc : IsModeVerlet w c) (n : ℕ) :
    w * (4 - w) * c n ^ 2 ≤ 4 * modeInvariant w (c 0) (c 1) := by
  rw [← modeInvariant_conserved hc n]
  unfold modeInvariant
  -- the difference of the two sides is a complete square
  linarith [sq_nonneg (2 * c (n + 1) - (2 - w) * c n),
    show 4 * (c (n + 1) ^ 2 - (2 - w) * c (n + 1) * c n + c n ^ 2) - w * (4 - w) * c n ^ 2
      = (2 * c (n + 1) - (2 - w) * c n) ^ 2 by ring]
```

## Growth from the threshold upwards

The sequence $g$ is defined by recursion, with the starting values used by hand.

```lean
/-- The sequence that starts with 0 and 1 and continues by the Verlet rule of a mode after the
alternating sign `(-1) ^ n` has been factored out. -/
def growth (w : ℝ) : ℕ → ℝ
  | 0 => 0
  | 1 => 1
  | n + 2 => (w - 2) * growth w (n + 1) - growth w n
```

The next theorem has two parts: the alternating sequence solves the scalar Verlet rule, and its absolute value after $n$ steps is at least $n$. The induction in `key` carries two statements together, $g(n)\ge n$ and $g(n+1)\ge g(n)+1$. The term `hp` is the non-negative contribution $(w-4)\,g(n+1)$ to the next increment.

```lean
/-- For `w ≥ 4` the alternating sequence `(-1) ^ n * growth w n` solves the Verlet rule of a mode,
and its absolute value after `n` steps is at least `n`. -/
theorem unstable_mode {w : ℝ} (hw : 4 ≤ w) :
    IsModeVerlet w (fun n => (-1) ^ n * growth w n) ∧
      ∀ n : ℕ, (n : ℝ) ≤ |(-1) ^ n * growth w n| := by
  constructor
  · intro n
    have e : growth w (n + 2) = (w - 2) * growth w (n + 1) - growth w n := rfl
    simp only [e]
    ring
  · have key : ∀ n : ℕ, (n : ℝ) ≤ growth w n ∧ growth w n + 1 ≤ growth w (n + 1) := by
      intro n
      induction n with
      | zero => simp [growth]
      | succ n ih =>
        obtain ⟨h1, h2⟩ := ih
        have hn : (0 : ℝ) ≤ n := Nat.cast_nonneg n
        have e : growth w (n + 1 + 1) = (w - 2) * growth w (n + 1) - growth w n := rfl
        refine ⟨by push_cast; linarith, ?_⟩
        -- the increments never shrink
        have hp : 0 ≤ (w - 4) * growth w (n + 1) :=
          mul_nonneg (by linarith) (by linarith)
        rw [e]
        linarith
    intro n
    rw [abs_mul, abs_pow, abs_neg, abs_one, one_pow, one_mul]
    exact (key n).1.trans (le_abs_self _)
```

A scalar solution becomes a trajectory of the full system when it multiplies an eigenvector. This step needs only $Kv=\mu v$, and neither symmetry nor positivity of $K$.

```lean
/-- A Verlet solution for one amplitude, placed along an eigenvector of `K`, is a Verlet
trajectory of the whole system. -/
theorem mode_trajectory {h μ : ℝ} {K : Matrix ι ι ℝ} {v : ι → ℝ} (hv : K *ᵥ v = μ • v)
    {c : ℕ → ℝ} (hc : IsModeVerlet (h ^ 2 * μ) c) : IsVerlet h K (fun n => c n • v) := by
  intro n
  have e := hc n
  simp only [Matrix.mulVec_smul, hv, e]
  module
```

Growth of the amplitude must also show up in a coordinate. Since $v\neq0$, some component $v_i$ is nonzero. A bound $C$ would give $n|v_i|\le C$ for all $n$, which fails as soon as $n>C/|v_i|$.

```lean
omit [Fintype ι] in
/-- Motion along a fixed nonzero direction, with an amplitude whose absolute value after `n` steps
is at least `n`, is unbounded. -/
theorem unbounded_of_growth {v : ι → ℝ} (hv : v ≠ 0) {c : ℕ → ℝ}
    (hc : ∀ n : ℕ, (n : ℝ) ≤ |c n|) : ¬ IsBoundedTrajectory (fun n => c n • v) := by
  rintro ⟨C, hC⟩
  obtain ⟨i, hi⟩ := Function.ne_iff.mp hv
  have hpos : 0 < |v i| := abs_pos.mpr hi
  obtain ⟨n, hn⟩ := exists_nat_gt (C / |v i|)
  have h1 : |c n * v i| ≤ C := hC n i
  rw [abs_mul] at h1
  have h2 := (div_lt_iff₀ hpos).mp hn
  have h3 := mul_le_mul_of_nonneg_right (hc n) hpos.le
  linarith
```

## Normal modes and the stability theorem

Mathlib's spectral theorem supplies an orthonormal eigenvector basis. The following theorem extracts what the argument uses: positive eigenvalues `μ j`, nonzero eigenvectors `v j`, and the expansion of any displacement `y` in its projections `v j ⬝ᵥ y`. The first index of `v j i` labels the mode and the second the coordinate.

```lean
/-- Any displacement is the sum of its projections on normal modes of a positive definite `K`. -/
theorem normal_modes [DecidableEq ι] {K : Matrix ι ι ℝ} (hK : K.PosDef) :
    ∃ (v : ι → ι → ℝ) (μ : ι → ℝ), (∀ j, 0 < μ j ∧ v j ≠ 0 ∧ K *ᵥ v j = μ j • v j) ∧
      ∀ y : ι → ℝ, ∀ i, y i = ∑ j, (v j ⬝ᵥ y) * v j i := by
  let b := hK.isHermitian.eigenvectorBasis
  refine ⟨fun j => (b j).ofLp, hK.isHermitian.eigenvalues, fun j => ⟨hK.eigenvalues_pos j,
    ?_, hK.isHermitian.mulVec_eigenvectorBasis j⟩, ?_⟩
  · intro h0
    apply b.orthonormal.ne_zero j
    ext i
    exact congrFun h0 i
  · intro y i
    have hin : ∀ j, inner ℝ (b j) (WithLp.toLp 2 y) = (b j).ofLp ⬝ᵥ y := by
      intro j
      simp [PiLp.inner_apply, dotProduct, mul_comm]
    have hs := b.sum_repr' (WithLp.toLp 2 y)
    simp only [hin] at hs
    have hi := congrArg (fun z : EuclideanSpace ℝ ι => z.ofLp i) hs
    simpa [Finset.sum_apply] using hi.symm
```

In the main theorem, `K.PosDef` contains both the symmetry of the real matrix $K$ and the positivity of its quadratic form. Physically, the system moves about the strict minimum of a quadratic potential, with a restoring force in every direction. The left side of the equivalence ranges over all solutions, hence over all initial data. The right side ranges over all pairs of a real number `μ` and a nonzero vector `v` with $Kv=\mu v$, which is to say over all eigenvalues.

The forward direction is by contradiction: an eigenvalue with $h^2\mu\ge4$ yields the growing trajectory. For the converse, `hp` moves $K$ from one factor of the dot product to the other by symmetry, and `hc` concludes that each amplitude obeys the scalar rule. The bound on $c(n)^2$ is turned into a bound on $|c(n)|$ through $|c|\le c^2+1$, which avoids a square root at the price of a larger constant. The last lines sum over the modes, estimating each component $|v_{j,i}|$ by $\sum_k|v_{j,k}|$ so that the final constant is the same for all coordinates.

```lean
/-- Stability limit of the Verlet method: for positive definite `K` and `h > 0`, all trajectories
are bounded exactly when `h ^ 2` times each eigenvalue of `K` is less than 4. -/
theorem verlet_bounded_iff {K : Matrix ι ι ℝ} (hK : K.PosDef) {h : ℝ} (hh : 0 < h) :
    (∀ x, IsVerlet h K x → IsBoundedTrajectory x) ↔
      ∀ (μ : ℝ) (v : ι → ℝ), v ≠ 0 → K *ᵥ v = μ • v → h ^ 2 * μ < 4 := by
  classical
  constructor
  · intro hb μ v hv hKv
    by_contra hlt
    obtain ⟨h1, h2⟩ := unstable_mode (not_lt.mp hlt)
    exact unbounded_of_growth hv h2 (hb _ (mode_trajectory hKv h1))
  · intro hs x hx
    obtain ⟨v, μ, hm, hexp⟩ := normal_modes hK
    have hsym : Kᵀ = K :=
      (conjTranspose_eq_transpose_of_trivial K).symm.trans hK.isHermitian.eq
    -- each normal-mode amplitude obeys the scalar rule and is bounded
    have hbd : ∀ j, ∃ C : ℝ, ∀ n, |v j ⬝ᵥ x n| ≤ C := by
      intro j
      obtain ⟨hμ, hv, hKv⟩ := hm j
      have hc : IsModeVerlet (h ^ 2 * μ j) (fun n => v j ⬝ᵥ x n) := by
        intro n
        have hp : v j ⬝ᵥ (K *ᵥ x (n + 1)) = μ j * (v j ⬝ᵥ x (n + 1)) := by
          rw [Matrix.dotProduct_mulVec, ← Matrix.mulVec_transpose, hsym, hKv,
            smul_dotProduct, smul_eq_mul]
        simp only [hx n, dotProduct_sub, dotProduct_smul, smul_eq_mul, hp]
        ring
      have hw : 0 < h ^ 2 * μ j * (4 - h ^ 2 * μ j) :=
        mul_pos (by positivity) (by linarith [hs (μ j) (v j) hv hKv])
      refine ⟨4 * modeInvariant (h ^ 2 * μ j) (v j ⬝ᵥ x 0) (v j ⬝ᵥ x 1) /
        (h ^ 2 * μ j * (4 - h ^ 2 * μ j)) + 1, fun n => ?_⟩
      have h1 := (le_div_iff₀' hw).mpr (mode_amplitude_bound hc n)
      have h2 : |v j ⬝ᵥ x n| ≤ (v j ⬝ᵥ x n) ^ 2 + 1 := by
        nlinarith [sq_abs (v j ⬝ᵥ x n), sq_nonneg (|v j ⬝ᵥ x n| - 1)]
      linarith
    choose C hC using hbd
    -- the finite sum over modes is bounded
    refine ⟨∑ j, C j * ∑ k, |v j k|, fun n i => ?_⟩
    rw [hexp (x n) i]
    refine (Finset.abs_sum_le_sum_abs _ _).trans (Finset.sum_le_sum fun j _ => ?_)
    rw [abs_mul]
    exact mul_le_mul (hC j n)
      (Finset.single_le_sum (f := fun k => |v j k|) (fun k _ => abs_nonneg _)
        (Finset.mem_univ i))
      (abs_nonneg _) ((abs_nonneg _).trans (hC j n))
```

The frequency version substitutes $\mu=\omega^2$ with $\omega>0$. One direction squares the inequality and the other takes $\omega=\sqrt{\mu}$. The condition there is stated for every real `μ`, so the case $\mu\le0$ is treated separately; in that case $h^2\mu\le0<4$ holds at once.

```lean
/-- In terms of frequencies, for positive definite `K` and `h > 0`: all Verlet trajectories are
bounded exactly when `h * ω < 2` for every normal-mode frequency `ω`. -/
theorem verlet_bounded_iff_frequency {K : Matrix ι ι ℝ} (hK : K.PosDef) {h : ℝ} (hh : 0 < h) :
    (∀ x, IsVerlet h K x → IsBoundedTrajectory x) ↔
      ∀ (ω : ℝ) (v : ι → ℝ), 0 < ω → v ≠ 0 → K *ᵥ v = ω ^ 2 • v → h * ω < 2 := by
  rw [verlet_bounded_iff hK hh]
  constructor
  · intro hs ω v _ hv hKv
    have h1 := hs _ v hv hKv
    by_contra h2
    nlinarith [not_lt.mp h2]
  · intro hs μ v hv hKv
    rcases le_or_gt μ 0 with hμ | hμ
    · nlinarith [mul_nonneg (sq_nonneg h) (neg_nonneg.mpr hμ)]
    · have hq : Real.sqrt μ ^ 2 = μ := Real.sq_sqrt hμ.le
      have hp : 0 < h * Real.sqrt μ := mul_pos hh (Real.sqrt_pos.mpr hμ)
      have h1 := hs (Real.sqrt μ) v (Real.sqrt_pos.mpr hμ) hv (by rw [hq]; exact hKv)
      have h2 : h ^ 2 * μ = (h * Real.sqrt μ) ^ 2 := by rw [mul_pow, hq]
      rw [h2]
      nlinarith
```

## A free particle breaks the equivalence

Positive definiteness can't be relaxed to positive semidefiniteness. Take one coordinate and $K=0$, a free particle. The only eigenvalue is 0, so $h^2\mu=0<4$ for every time step. The Verlet rule reduces to $x(n+2)=2x(n+1)-x(n)$, which has the unbounded solution $x(n)=n$. The amplitude bound shows where the argument breaks: at $w=0$ its prefactor $w(4-w)$ vanishes, and the conserved form no longer limits $c(n)$.

The same happens along any zero mode of a larger matrix, such as the overall translation of an isolated molecule. The drift is no numerical fault, because uniform motion is also what the exact dynamics gives in that direction. The theorem below takes a nonzero `v` with $Kv=0$ and any real `h`, and reuses the two lemmas on motion along a fixed direction, now with amplitude $c(n)=n$.

```lean
/-- If `K` has a zero mode, then for every time step there is an unbounded Verlet trajectory,
the uniform drift along that mode. -/
theorem zero_mode_drift {K : Matrix ι ι ℝ} {v : ι → ℝ} (hv : v ≠ 0) (hKv : K *ᵥ v = 0)
    (h : ℝ) : IsVerlet h K (fun n => (n : ℝ) • v) ∧
      ¬ IsBoundedTrajectory (fun n => (n : ℝ) • v) := by
  refine ⟨mode_trajectory (μ := 0) (by rw [hKv, zero_smul]) ?_,
    unbounded_of_growth hv fun n => le_abs_self _⟩
  intro n
  push_cast
  ring

end

end VerletStabilityLimit
```

```lean
#print axioms VerletStabilityLimit.verlet_bounded_iff
#print axioms VerletStabilityLimit.verlet_bounded_iff_frequency
#print axioms VerletStabilityLimit.zero_mode_drift
```

```
'VerletStabilityLimit.verlet_bounded_iff' depends on axioms: [propext, Classical.choice, Quot.sound]
'VerletStabilityLimit.verlet_bounded_iff_frequency' depends on axioms: [propext, Classical.choice, Quot.sound]
'VerletStabilityLimit.zero_mode_drift' depends on axioms: [propext, Classical.choice, Quot.sound]
```
